# Harmonic-Mean Permittivity of a Layered Capacitor and the Flux Error of the Arithmetic Mean

Take two dielectric layers of equal thickness with relative permittivities 1 and 80, and replace them by one layer of the same total thickness with the average value, 40.5. At the same voltage, the averaged layer carries more than twenty times the flux of the real stack. The same error enters a one-dimensional finite-volume Poisson solver with cellwise constant permittivity if the flux between two cell centres is computed from the arithmetic mean. For layers in series, with no free charge inside them or on the interfaces between them, the mean that gives the correct flux is the thickness-weighted harmonic one.

## The series law and the gap between the two means

Number the layers $i = 0, \dots, n-1$ with $n \ge 1$. Layer $i$ has thickness $d_i > 0$ and permittivity $e_i > 0$, and lies between interfaces $i$ and $i+1$, whose potentials are $\varphi_i$ and $\varphi_{i+1}$. Suppose that every layer carries the same flux,

$$D = \frac{e_i(\varphi_{i+1}-\varphi_i)}{d_i}.$$

This is Gauss's law for a planar stack without free charge between its end faces. The flux is counted positive along the potential gradient, so it has the opposite sign to the usual displacement field.

Write

$$V=\varphi_n-\varphi_0,\qquad L=\sum_{i<n} d_i,\qquad R=\sum_{i<n}\frac{d_i}{e_i},\qquad e_h=\frac{L}{R},\qquad e_a=\frac1L\sum_{i<n} d_ie_i .$$

**Flux.** Solving the flux equation for the potential drop gives $\varphi_{i+1}-\varphi_i = D\,d_i/e_i$. Summed over the layers, the left side telescopes to $V$, so $V = DR$. Since $1/R = e_h/L$,

$$D = \frac{V}{R} = \frac{e_h V}{L}.$$

**Existence.** For any stack, starting potential $a$ and voltage $V$, set $F=e_hV/L$ and $\varphi_k = a + F\sum_{i<k} d_i/e_i$. Then $\varphi_0=a$ and $\varphi_n=a+FR=a+V$. The drop over layer $i$ is $F d_i/e_i$, so the flux there is $F$. The common-flux condition can therefore be met at every voltage.

**Gap.** For any reference value $x$, expanding the square gives

$$\sum_{i<n} \frac{d_i(e_i-x)^2}{e_i} = \sum_{i<n} d_ie_i - 2xL + x^2R .$$

Put $x=e_h$. The first term on the right is $Le_a$, and $e_h^2R=e_hL$ because $e_hR=L$. The right side becomes $L(e_a-e_h)$, hence

$$e_a-e_h=\frac1L\sum_{i<n}\frac{d_i(e_i-e_h)^2}{e_i}\ \ge 0 .$$

If the gap vanishes, every term of the sum vanishes, because none is negative. As $d_i/e_i>0$, each $e_i$ equals $e_h$, so all permittivities agree. Conversely, if all $e_i$ equal one value $\varepsilon$, then $e_a=L\varepsilon/L=\varepsilon$ and $e_h=L/(L/\varepsilon)=\varepsilon$.

**Overestimate.** The true flux has magnitude $e_h|V|/L$, and the arithmetic mean predicts $e_a|V|/L$. For $V\neq0$ the common factor $|V|/L$ is positive, so the prediction is strictly too large exactly when $e_a>e_h$, that is, when two layers differ in permittivity.

## A negative permittivity can reverse the inequality

Let $n=2$, $d_0=d_1=1$, $e_0=1$ and $e_1=-2$, so that only the positivity of the permittivities fails. This is an algebraic test of that hypothesis, not a model of ordinary dielectric layers. Then $R=1-\tfrac12=\tfrac12$, $e_h=4$ and $e_a=-\tfrac12$. The arithmetic mean is now the smaller one. The common flux is $2V$, while the arithmetic mean predicts $-V/4$, which has the wrong sign and too small a magnitude.

## Stack, means and flux in Lean

```lean
import Mathlib

open Finset

namespace LayeredCapacitor

noncomputable section
```

The geometry and the material enter as two sequences of real numbers.

```lean
/-- A stack of `n ≥ 1` dielectric layers with positive thicknesses `d i` and positive
permittivities `e i`. -/
structure IsStack (n : ℕ) (d e : ℕ → ℝ) : Prop where
  n_pos : 0 < n
  d_pos : ∀ i < n, 0 < d i
  e_pos : ∀ i < n, 0 < e i
```

`IsStack n d e` collects the hypotheses on the layers. The sequences are indexed by all natural numbers, but only the entries with `i < n` are constrained. Each layer is homogeneous, with a linear scalar response and sharp boundaries, and there are no fringe fields.

```lean
/-- Total thickness of the first `n` layers. -/
def thickness (n : ℕ) (d : ℕ → ℝ) : ℝ := ∑ i ∈ range n, d i
```

This is $L$.

```lean
/-- Inverse capacitance per unit area of the first `n` layers in series. -/
def invCapacitance (n : ℕ) (d e : ℕ → ℝ) : ℝ := ∑ i ∈ range n, d i / e i
```

This is $R$. With absolute permittivities it is the inverse of the capacitance per unit area. Because the number of layers is an argument, the same definition also supplies the partial sums needed for the potential profile.

```lean
/-- Thickness-weighted harmonic mean of the permittivities. -/
def seriesPermittivity (n : ℕ) (d e : ℕ → ℝ) : ℝ := thickness n d / invCapacitance n d e

/-- Thickness-weighted arithmetic mean of the permittivities. -/
def meanPermittivity (n : ℕ) (d e : ℕ → ℝ) : ℝ :=
  (∑ i ∈ range n, d i * e i) / thickness n d
```

These are $e_h$ and $e_a$.

```lean
/-- Flux through layer `i`, which lies between the interfaces `i` and `i + 1`, counted
positive along the potential gradient. -/
def layerFlux (d e φ : ℕ → ℝ) (i : ℕ) : ℝ := e i * (φ (i + 1) - φ i) / d i
```

`layerFlux` fixes the sign convention. The potential `φ` is given only at the interfaces; the linear profile inside each layer is built into the difference quotient.

```lean
/-- Interface potentials that start at `a` and rise by `D * d i / e i` across layer `i`. -/
def layeredPotential (d e : ℕ → ℝ) (a D : ℝ) (k : ℕ) : ℝ := a + D * invCapacitance k d e
```

This is the explicit profile from the existence argument, with `D` as the prescribed flux.

## The flux through the stack

The two positivity lemmas justify the later divisions by $L$ and $R$. Both sums have positive terms, and `n_pos` ensures that there is at least one.

```lean
variable {n : ℕ} {d e φ : ℕ → ℝ} {D : ℝ}

/-- The total thickness of a stack is positive. -/
theorem thickness_pos (h : IsStack n d e) : 0 < thickness n d :=
  Finset.sum_pos (fun i hi => h.d_pos i (mem_range.mp hi)) ⟨0, mem_range.mpr h.n_pos⟩

/-- The inverse capacitance of a stack is positive. -/
theorem invCapacitance_pos (h : IsStack n d e) : 0 < invCapacitance n d e :=
  Finset.sum_pos
    (fun i hi => div_pos (h.d_pos i (mem_range.mp hi)) (h.e_pos i (mem_range.mp hi)))
    ⟨0, mem_range.mpr h.n_pos⟩
```

The next theorem is $V=DR$. Its hypothesis `hD` says that every layer has flux `D`; this is assumed, not derived from a differential equation.

```lean
/-- If all layers carry the same flux, the voltage across the stack is that flux times the
inverse capacitance per unit area. -/
theorem voltage_eq (h : IsStack n d e) (hD : ∀ i < n, layerFlux d e φ i = D) :
    φ n - φ 0 = D * invCapacitance n d e := by
  -- the total voltage is the telescoping sum of the drops over the layers
  rw [← Finset.sum_range_sub φ n, invCapacitance, Finset.mul_sum]
  refine Finset.sum_congr rfl fun i hi => ?_
  have hd := (h.d_pos i (mem_range.mp hi)).ne'
  have he := (h.e_pos i (mem_range.mp hi)).ne'
  rw [← hD i (mem_range.mp hi), layerFlux]
  field_simp
```

Read from right to left, `Finset.sum_range_sub` turns the voltage into the telescoping sum of drops. After `D` has been moved inside the other sum, `Finset.sum_congr` compares the two layer by layer, and `field_simp` verifies $\varphi_{i+1}-\varphi_i=D\,d_i/e_i$.

```lean
/-- Series law: the common flux is that of a single homogeneous layer of the same total
thickness whose permittivity is the thickness-weighted harmonic mean. -/
theorem flux_eq (h : IsStack n d e) (hD : ∀ i < n, layerFlux d e φ i = D) :
    D = seriesPermittivity n d e * (φ n - φ 0) / thickness n d := by
  have hL := (thickness_pos h).ne'
  have hR := (invCapacitance_pos h).ne'
  rw [voltage_eq h hD, seriesPermittivity]
  field_simp
```

`flux_eq` is the series law $D=e_hV/L$. The proof substitutes $V=DR$ and $e_h=L/R$, and the factors cancel.

```lean
/-- For every stack and every applied voltage `V`, explicit interface potentials meet both
boundary values and carry the flux of the series law through every layer. -/
theorem layeredPotential_witness (h : IsStack n d e) (a V : ℝ) :
    layeredPotential d e a (seriesPermittivity n d e * V / thickness n d) 0 = a ∧
    layeredPotential d e a (seriesPermittivity n d e * V / thickness n d) n = a + V ∧
    ∀ i < n, layerFlux d e
      (layeredPotential d e a (seriesPermittivity n d e * V / thickness n d)) i
        = seriesPermittivity n d e * V / thickness n d := by
  have hL := (thickness_pos h).ne'
  have hR := (invCapacitance_pos h).ne'
  refine ⟨by simp [layeredPotential, invCapacitance], ?_, ?_⟩
  · have key : seriesPermittivity n d e * V / thickness n d * invCapacitance n d e = V := by
      rw [seriesPermittivity]
      field_simp
    rw [layeredPotential, key]
  · intro i hi
    generalize seriesPermittivity n d e * V / thickness n d = F
    have hd := (h.d_pos i hi).ne'
    have he := (h.e_pos i hi).ne'
    have step : layeredPotential d e a F (i + 1) - layeredPotential d e a F i
        = F * (d i / e i) := by
      unfold layeredPotential invCapacitance
      rw [Finset.sum_range_succ]
      ring
    rw [layerFlux, step]
    field_simp
```

The three parts of this statement are the potential at the first interface, the potential at the last, and the flux in every layer. The second part rests on `key`, which is $FR=V$. For the third, `generalize` replaces the particular flux by an arbitrary `F`, since the calculation of a single drop doesn't depend on its value. `Finset.sum_range_succ` then isolates the one term by which consecutive partial sums differ.

## Comparing the two means

```lean
/-- The arithmetic mean minus the harmonic mean is the thickness-weighted average of the squared
deviation of `e i` from the harmonic mean, divided by `e i`. -/
theorem mean_sub_series (h : IsStack n d e) :
    meanPermittivity n d e - seriesPermittivity n d e =
      (∑ i ∈ range n, d i * (e i - seriesPermittivity n d e) ^ 2 / e i) / thickness n d := by
  have hL := (thickness_pos h).ne'
  -- expand the square for an arbitrary reference permittivity
  have expand : ∀ x : ℝ, ∑ i ∈ range n, d i * (e i - x) ^ 2 / e i =
      ∑ i ∈ range n, d i * e i - 2 * x * thickness n d + x ^ 2 * invCapacitance n d e := by
    intro x
    unfold thickness invCapacitance
    rw [Finset.mul_sum, Finset.mul_sum, ← Finset.sum_sub_distrib, ← Finset.sum_add_distrib]
    refine Finset.sum_congr rfl fun i hi => ?_
    have he := (h.e_pos i (mem_range.mp hi)).ne'
    field_simp
    ring
  have hS : seriesPermittivity n d e * invCapacitance n d e = thickness n d :=
    div_mul_cancel₀ _ (invCapacitance_pos h).ne'
  have hM : meanPermittivity n d e * thickness n d = ∑ i ∈ range n, d i * e i :=
    div_mul_cancel₀ _ hL
  rw [expand, eq_div_iff hL]
  linear_combination hM - seriesPermittivity n d e * hS
```

This is the gap identity. The local statement `expand` is the expanded square for arbitrary $x$. The facts `hS` and `hM` are $e_hR=L$ and $e_aL=\sum d_ie_i$, and `linear_combination` combines them as in the derivation by hand. The quantity $e_h$ is itself the mean of the $e_i$ with normalised weights $d_i/(e_iR)$, and the gap is the variance under these weights divided by $e_h$.

```lean
/-- The arithmetic mean permittivity is at least the harmonic one. -/
theorem series_le_mean (h : IsStack n d e) :
    seriesPermittivity n d e ≤ meanPermittivity n d e := by
  rw [← sub_nonneg, mean_sub_series h]
  refine div_nonneg (Finset.sum_nonneg fun i hi => ?_) (thickness_pos h).le
  exact div_nonneg (mul_nonneg (h.d_pos i (mem_range.mp hi)).le (sq_nonneg _))
    (h.e_pos i (mem_range.mp hi)).le
```

The inequality follows because each term of the gap is nonnegative and $L$ is positive.

```lean
/-- The two mean permittivities coincide exactly when all layers have the same
permittivity. -/
theorem mean_eq_series_iff (h : IsStack n d e) :
    meanPermittivity n d e = seriesPermittivity n d e ↔ ∀ i < n, ∀ j < n, e i = e j := by
  have hL := (thickness_pos h).ne'
  constructor
  · intro heq
    have gap := mean_sub_series h
    rw [heq, sub_self, eq_div_iff hL, zero_mul] at gap
    -- a vanishing sum of nonnegative terms forces every layer to the harmonic mean
    have key : ∀ i < n, e i = seriesPermittivity n d e := by
      intro i hi
      by_contra hne
      have hsq : 0 < (e i - seriesPermittivity n d e) ^ 2 :=
        lt_of_le_of_ne (sq_nonneg _) (pow_ne_zero 2 (sub_ne_zero.mpr hne)).symm
      have hpos := div_pos (mul_pos (h.d_pos i hi) hsq) (h.e_pos i hi)
      have hzero := (Finset.sum_eq_zero_iff_of_nonneg (fun j hj =>
        div_nonneg (mul_nonneg (h.d_pos j (mem_range.mp hj)).le (sq_nonneg _))
          (h.e_pos j (mem_range.mp hj)).le)).mp gap.symm i (mem_range.mpr hi)
      exact hpos.ne' hzero
    intro i hi j hj
    rw [key i hi, key j hj]
  · intro hall
    have he := (h.e_pos 0 h.n_pos).ne'
    have hM : ∑ i ∈ range n, d i * e i = thickness n d * e 0 := by
      rw [thickness, Finset.sum_mul]
      exact Finset.sum_congr rfl fun i hi => by rw [hall i (mem_range.mp hi) 0 h.n_pos]
    have hR : invCapacitance n d e = thickness n d / e 0 := by
      rw [thickness, invCapacitance, Finset.sum_div]
      exact Finset.sum_congr rfl fun i hi => by rw [hall i (mem_range.mp hi) 0 h.n_pos]
    rw [meanPermittivity, seriesPermittivity, hM, hR]
    field_simp
```

The equality case is stated as pairwise agreement of the permittivities among the first `n` layers. In the forward direction the gap sum is zero. If some $e_i$ differed from $e_h$, its term would be positive, which contradicts `Finset.sum_eq_zero_iff_of_nonneg`. In the reverse direction every permittivity is replaced by `e 0`, and both means reduce to that value. For a single layer the condition holds trivially, and the means coincide.

## When the predicted flux is too large

```lean
/-- At nonzero voltage, the arithmetic mean permittivity overestimates the magnitude of the
flux exactly when two layers differ in permittivity. -/
theorem flux_overestimated_iff (h : IsStack n d e) (hD : ∀ i < n, layerFlux d e φ i = D)
    (hV : φ n ≠ φ 0) :
    |D| < |meanPermittivity n d e * (φ n - φ 0) / thickness n d| ↔
      ∃ i < n, ∃ j < n, e i ≠ e j := by
  have hL := thickness_pos h
  have hS : 0 < seriesPermittivity n d e := div_pos hL (invCapacitance_pos h)
  have hM := lt_of_lt_of_le hS (series_le_mean h)
  have hc : 0 < |φ n - φ 0| / thickness n d := div_pos (abs_pos.mpr (sub_ne_zero.mpr hV)) hL
  -- both magnitudes are a permittivity times the same mean field strength
  have hflux : |D| = seriesPermittivity n d e * (|φ n - φ 0| / thickness n d) := by
    have habs := congrArg abs (flux_eq h hD)
    rw [abs_div, abs_mul, abs_of_pos hS, abs_of_pos hL, mul_div_assoc] at habs
    exact habs
  rw [hflux, abs_div, abs_mul, abs_of_pos hM, abs_of_pos hL, mul_div_assoc]
  constructor
  · intro hlt
    by_contra hn
    have hlt' := lt_of_mul_lt_mul_right hlt hc.le
    refine hlt'.ne' ((mean_eq_series_iff h).mpr fun i hi j hj => ?_)
    by_contra hne
    exact hn ⟨i, hi, j, hj, hne⟩
  · rintro ⟨i, hi, j, hj, hne⟩
    exact mul_lt_mul_of_pos_right (lt_of_le_of_ne (series_le_mean h)
      fun heq => hne ((mean_eq_series_iff h).mp heq.symm i hi j hj)) hc

end

end LayeredCapacitor
```

The left side of the equivalence compares the magnitude of the actual common flux with the prediction from `meanPermittivity` at the same voltage and total thickness. Absolute values make the statement valid for either polarity. The hypothesis `hV` is needed because at zero voltage both fluxes vanish, whatever the layers are.

The proof writes both magnitudes as a positive permittivity times $|V|/L$, whose positivity is `hc`. From a strict flux inequality this factor is cancelled, which leaves $e_h<e_a$; if no two layers differed, `mean_eq_series_iff` would make the means equal. Conversely, two different layers exclude equality, so `series_le_mean` becomes strict, and multiplication by $|V|/L$ gives the flux inequality.

```lean
#print axioms LayeredCapacitor.flux_overestimated_iff
```

```
'LayeredCapacitor.flux_overestimated_iff' depends on axioms: [propext, Classical.choice, Quot.sound]
```
